# Away from the origin, the summed squared gradients of real orbitals with a common radial factor split into radial and angular parts

The theorem `shell_kinetic_sum` concerns a finite family of real orbitals R(‖y‖) Y_k(y) in d-dimensional Euclidean space, all with the same radial factor R. At a point x ≠ 0 where R is differentiable at ‖x‖ and each Y_k has a gradient G_k orthogonal to x, it states that the squared gradient norms of the orbitals add up to R'(‖x‖)² ∑ Y_k(x)² + R(‖x‖)² ∑ ‖G_k‖². If the orbitals are orthonormal and hold one electron each, half the left side is their kinetic-energy density in atomic units, in the non-negative form built from squared gradients. The identity itself needs neither normalisation nor mutual orthogonality, and the Y_k need not be spherical harmonics. The attempt proves the identity for each k, finding the gradient by the product rule, writing its squared norm as an inner product and expanding, with the cross terms vanishing by orthogonality.

The first attempt, which Lean rejects:

```lean
import Mathlib

open Finset

namespace ShellKineticSum

noncomputable section

variable {d : ℕ}

/-- Away from the origin, the gradient of a radial function `R(‖y‖)` with `R` differentiable at
`‖x‖` is `R'(‖x‖) x / ‖x‖`. -/
theorem hasGradientAt_radial {E : Type*} [NormedAddCommGroup E] [InnerProductSpace ℝ E]
    [CompleteSpace E] {R : ℝ → ℝ} {R' : ℝ} {x : E}
    (hx : x ≠ 0) (hR : HasDerivAt R R' ‖x‖) :
    HasGradientAt (fun y : E => R ‖y‖) ((R' / ‖x‖) • x) x := by
  have hr : ‖x‖ ≠ 0 := norm_ne_zero_iff.mpr hx
  -- differentiate the norm as the square root of its square
  have h1 := (hasStrictFDerivAt_norm_sq x).hasFDerivAt.sqrt (pow_ne_zero 2 hr)
  have hfun : (fun y : E => ‖y‖) = fun y => √(‖y‖ ^ 2) := by
    funext y
    rw [Real.sqrt_sq (norm_nonneg y)]
  have h2 : HasFDerivAt (fun y : E => ‖y‖) (‖x‖⁻¹ • innerSL ℝ x) x := by
    rw [hfun]
    refine h1.congr_fderiv ?_
    rw [Real.sqrt_sq (norm_nonneg x)]
    module
  have h3 : HasFDerivAt (fun y : E => R ‖y‖)
      (R' • (‖x‖⁻¹ • innerSL ℝ x)) x := hR.comp_hasFDerivAt x h2
  rw [hasGradientAt_iff_hasFDerivAt]
  refine h3.congr_fderiv ?_
  refine ContinuousLinearMap.ext fun v => ?_
  change R' * (‖x‖⁻¹ * inner ℝ x v) = inner ℝ ((R' / ‖x‖) • x) v
  rw [real_inner_smul_left]
  ring

/-- The product rule for gradients of real functions differentiable at `x`. -/
theorem hasGradientAt_product {E : Type*} [NormedAddCommGroup E] [InnerProductSpace ℝ E]
    [CompleteSpace E] {f g : E → ℝ} {f' g' x : E}
    (hf : HasGradientAt f f' x) (hg : HasGradientAt g g' x) :
    HasGradientAt (fun y => f y * g y) (f x • g' + g x • f') x := by
  have h : HasFDerivAt (fun y => f y * g y)
      (f x • InnerProductSpace.toDual ℝ E g' + g x • InnerProductSpace.toDual ℝ E f') x :=
    hf.hasFDerivAt.mul hg.hasFDerivAt
  rw [hasGradientAt_iff_hasFDerivAt]
  refine h.congr_fderiv ?_
  refine ContinuousLinearMap.ext fun v => ?_
  change f x * inner ℝ g' v + g x * inner ℝ f' v = inner ℝ (f x • g' + g x • f') v
  rw [inner_add_left, real_inner_smul_left, real_inner_smul_left]

/-- For orbitals `R(‖y‖) Y_k(y)` at `x ≠ 0`, with `R` differentiable at `‖x‖` and each `Y_k`
differentiable at `x` with gradient `G_k` orthogonal to `x`, the squared gradients at `x` add up to
`R'(‖x‖)² ∑ Y_k(x)² + R(‖x‖)² ∑ ‖G_k‖²`. -/
theorem shell_kinetic_sum {κ : Type*} [Fintype κ] {R : ℝ → ℝ} {R' : ℝ}
    {x : EuclideanSpace ℝ (Fin d)} (hx : x ≠ 0) (hR : HasDerivAt R R' ‖x‖)
    (Y : κ → EuclideanSpace ℝ (Fin d) → ℝ) (G : κ → EuclideanSpace ℝ (Fin d))
    (hY : ∀ k, HasGradientAt (Y k) (G k) x) (hG : ∀ k, inner ℝ x (G k) = 0) :
    ∑ k, ‖gradient (fun y => R ‖y‖ * Y k y) x‖ ^ 2 =
      R' ^ 2 * ∑ k, Y k x ^ 2 + R ‖x‖ ^ 2 * ∑ k, ‖G k‖ ^ 2 := by
  have hr : ‖x‖ ≠ 0 := norm_ne_zero_iff.mpr hx
  rw [Finset.mul_sum, Finset.mul_sum, ← Finset.sum_add_distrib]
  refine Finset.sum_congr rfl fun k _ => ?_
  rw [(hasGradientAt_product (hasGradientAt_radial hx hR) (hY k)).gradient]
  -- the cross term vanishes by orthogonality
  have h0 : inner ℝ (G k) x = 0 := by rw [real_inner_comm, hG k]
  rw [← real_inner_self_eq_norm_sq]
  simp only [inner_add_left, inner_add_right, real_inner_smul_left, real_inner_smul_right,
    hG k, h0, real_inner_self_eq_norm_sq]
  field_simp
  ring

end

end ShellKineticSum
```

The error:

```
Try this:
  [apply] ring_nf
  
  The `ring` tactic failed to close the goal. Use `ring_nf` to obtain a normal form.
    
  Note that `ring` works primarily in *commutative* rings. If you have a noncommutative ring, abelian group or module, consider using `noncomm_ring`, `abel` or `module` instead.
Main.lean:59:62: error: unsolved goals
d : ℕ
κ : Type u_1
inst✝ : Fintype κ
R : ℝ → ℝ
R' : ℝ
x : EuclideanSpace ℝ (Fin d)
hx : x ≠ 0
hR : HasDerivAt R R' ‖x‖
Y : κ → EuclideanSpace ℝ (Fin d) → ℝ
G : κ → EuclideanSpace ℝ (Fin d)
hY : ∀ (k : κ), HasGradientAt (Y k) (G k) x
hG : ∀ (k : κ), inner ℝ x (G k) = 0
hr : ‖x‖ ≠ 0
k : κ
x✝ : k ∈ univ
h0 : inner ℝ (G k) x = 0
⊢ ‖R ‖x‖ • G k‖ ^ 2 * ‖x‖ + ‖x‖ * ‖Y k x • (R' * ‖x‖⁻¹) • x‖ ^ 2 =
    ‖x‖ * R ‖x‖ ^ 2 * ‖G k‖ ^ 2 + ‖x‖ * Y k x ^ 2 * R' ^ 2
```

Diagnosis. The error says that the proof ends with a goal still open; the "Try this" message says that `ring` failed to close it and suggests `ring_nf`, which would not prove it either. The goal still contains `‖R ‖x‖ • G k‖ ^ 2` and `‖Y k x • (R' * ‖x‖⁻¹) • x‖ ^ 2`, with the scalars inside the norms.

After the sums are expanded, each diagonal term is the inner product of a scaled vector with itself. Both `real_inner_self_eq_norm_sq` and the lemmas that pull out scalars match such a term. In `simp only` the former was applied first and turned it into a squared norm, where the inner-product lemmas no longer apply. `ring` has no rule for taking a scalar out of a norm, so it cannot match the two sides.

The repair takes `real_inner_self_eq_norm_sq` out of the `simp only` call, so the scalars come out first. The new `rw` then uses it twice, once for `x` and once for `G k`, and `field_simp` and `ring` finish. The added `mul_zero`, `add_zero` and `zero_add` only tidy away the vanished cross terms.

The repair, with which the file compiles:

```diff
@@ -66,5 +66,6 @@
   rw [← real_inner_self_eq_norm_sq]
   simp only [inner_add_left, inner_add_right, real_inner_smul_left, real_inner_smul_right,
-    hG k, h0, real_inner_self_eq_norm_sq]
+    hG k, h0, mul_zero, add_zero, zero_add]
+  rw [real_inner_self_eq_norm_sq, real_inner_self_eq_norm_sq]
   field_simp
   ring
```
